# One null wave vector cannot supply the momentum of a massive pair, and a second photon can from $n\,k\cdot l = 2M^2$

Take a wave travelling along the third axis, with wave vector $k=(1,0,0,1)$, and two particles of mass $M>0$ at rest. In units with $\hbar=c=1$, their total four-momentum is $(2M,0,0,0)$. If the wave supplied this as a multiple $nk=(n,0,0,n)$, the time component would require $n=2M$ and the last component $n=0$. The Minkowski squares show the conflict in any frame: the pair has $4M^2$, the wave has $n^2-n^2=0$. Motion of the particles can never lower the first number: a common motion leaves it at $4M^2$ and a relative motion raises it. Nothing changes the second.

The development below proves this for arbitrary momenta, shows that both Lorentz invariants of the plane-wave field vanish, and finds when one additional photon makes the momentum balance possible. For Dirac particles in strong light this is a kinematic selection rule, in a model with a single null wave vector and prescribed mass shells; it contains no amplitudes or rates.

In Lean 4 with Mathlib:

```lean
import Mathlib

namespace PlaneWavePairCreation

noncomputable section
```

## Vectors, field and mass shell

A four-vector is a function `Fin 4 → ℝ`, with component 0 as time or energy. The signature is $(+,-,-,-)$, so

$$x\cdot y=x^0y^0-x^1y^1-x^2y^2-x^3y^3 .$$

```lean
/-- The Minkowski product of two four-vectors, with signature (+,-,-,-). -/
def mdot (x y : Fin 4 → ℝ) : ℝ :=
  x 0 * y 0 - x 1 * y 1 - x 2 * y 2 - x 3 * y 3
```

Lowering an index multiplies a component by the matching diagonal entry of the metric, $\eta_0=1$ and $\eta_1=\eta_2=\eta_3=-1$.

```lean
/-- The diagonal entries of the Minkowski metric, which lower an index. -/
def eta (μ : Fin 4) : ℝ := if μ = 0 then 1 else -1
```

A potential $A^\mu=a^\mu f(k\cdot x)$ has the field $f'(k\cdot x)\,(k^\mu a^\nu-k^\nu a^\mu)$. The code keeps the tensor and leaves out the scalar profile, which only rescales the field at each point. The condition $k\cdot a=0$, assumed later, is the Lorenz gauge condition for this potential.

```lean
/-- The field tensor `F^{μν} = k^μ a^ν - k^ν a^μ` built from a wave vector `k` and
a polarization vector `a`. -/
def fieldTensor (k a : Fin 4 → ℝ) (μ ν : Fin 4) : ℝ := k μ * a ν - k ν * a μ
```

The first invariant is $F_{\mu\nu}F^{\mu\nu}=\sum_{\mu\nu}\eta_\mu\eta_\nu (F^{\mu\nu})^2$, which equals $2(|\mathbf B|^2-|\mathbf E|^2)$ in terms of the electric and magnetic fields.

```lean
/-- The scalar invariant `F_{μν} F^{μν}`. -/
def scalarInvariant (F : Fin 4 → Fin 4 → ℝ) : ℝ :=
  ∑ μ, ∑ ν, eta μ * eta ν * F μ ν * F μ ν
```

The second, $\epsilon_{\mu\nu\rho\sigma}F^{\mu\nu}F^{\rho\sigma}$, is proportional to $\mathbf E\cdot\mathbf B$. The Levi-Civita symbol is non-zero only on permutations of the four indices, so the sum runs over those, with $\epsilon_{0123}=+1$.

```lean
/-- The pseudoscalar invariant `ε_{μνρσ} F^{μν} F^{ρσ}`, written as a signed sum over
the permutations of the four indices. -/
def pseudoscalarInvariant (F : Fin 4 → Fin 4 → ℝ) : ℝ :=
  ∑ σ : Equiv.Perm (Fin 4),
    ((Equiv.Perm.sign σ : ℤ) : ℝ) * (F (σ 0) (σ 1) * F (σ 2) (σ 3))
```

The same symbol contracted with four separate vectors will be needed to evaluate it.

```lean
/-- The contraction `ε_{μνρσ} u^μ v^ν w^ρ x^σ` of four vectors. -/
def levi (u v w x : Fin 4 → ℝ) : ℝ :=
  ∑ σ : Equiv.Perm (Fin 4),
    ((Equiv.Perm.sign σ : ℤ) : ℝ) * (u (σ 0) * v (σ 1) * w (σ 2) * x (σ 3))
```

A particle momentum $q$ has positive energy $q^0$ and satisfies $q\cdot q=M^2$. For a free electron $M$ is its mass; in a periodic plane wave, where $q$ is the cycle-averaged quasi-momentum, $M$ is the effective mass. The relation is taken as given here and is not derived from the Dirac equation.

```lean
/-- A four-momentum of positive energy with `q·q = M²`. -/
def OnShell (M : ℝ) (q : Fin 4 → ℝ) : Prop := 0 < q 0 ∧ mdot q q = M ^ 2
```

## Both field invariants vanish

The signed sum $\epsilon_{\mu\nu\rho\sigma}u^\mu v^\nu w^\rho x^\sigma$ is the permutation expansion of a determinant with columns $u,v,w,x$. The proof expands the determinant and compares the two sums term by term.

```lean
/-- Contracting the Levi-Civita symbol with four vectors gives the determinant of the
matrix that has them as columns. -/
theorem levi_eq_det (u v w x : Fin 4 → ℝ) :
    levi u v w x = (Matrix.of fun r c => ![u, v, w, x] c r).det := by
  rw [Matrix.det_apply']
  refine Finset.sum_congr rfl fun σ _ => ?_
  rw [Fin.prod_univ_four]
  rfl
```

For the scalar invariant, multiplying out gives

$$F_{\mu\nu}F^{\mu\nu}=2\left[(k\cdot k)(a\cdot a)-(k\cdot a)^2\right],$$

which is zero when $k\cdot k=0$ and $k\cdot a=0$. Writing $[u,v,w,x]$ for the contraction above, the pseudoscalar invariant is

$$[k,a,k,a]-[k,a,a,k]-[a,k,k,a]+[a,k,a,k].$$

Each determinant has a repeated column, so each vanishes, whatever $k$ and $a$ are. In the proof, `h` in each half is the corresponding expansion, and `h1` to `h4` are the four zero determinants.

```lean
/-- Both Lorentz invariants of a plane-wave field vanish when the wave vector is null
and orthogonal to the polarization. -/
theorem field_invariants_vanish {k a : Fin 4 → ℝ}
    (hk : mdot k k = 0) (hka : mdot k a = 0) :
    scalarInvariant (fieldTensor k a) = 0 ∧
      pseudoscalarInvariant (fieldTensor k a) = 0 := by
  constructor
  · have h : scalarInvariant (fieldTensor k a)
        = 2 * (mdot k k * mdot a a - mdot k a ^ 2) := by
      simp [scalarInvariant, fieldTensor, eta, mdot, Fin.sum_univ_four]
      ring
    rw [h, hk, hka]
    ring
  · -- each of the four terms is a determinant with a repeated column
    have h : pseudoscalarInvariant (fieldTensor k a)
        = levi k a k a - levi k a a k - levi a k k a + levi a k a k := by
      unfold pseudoscalarInvariant levi fieldTensor
      rw [← Finset.sum_sub_distrib, ← Finset.sum_sub_distrib, ← Finset.sum_add_distrib]
      refine Finset.sum_congr rfl fun σ _ => ?_
      ring
    have h1 : levi k a k a = 0 := by
      rw [levi_eq_det]
      exact Matrix.det_zero_of_column_eq (i := 0) (j := 2) (by decide) fun _ => rfl
    have h2 : levi k a a k = 0 := by
      rw [levi_eq_det]
      exact Matrix.det_zero_of_column_eq (i := 0) (j := 3) (by decide) fun _ => rfl
    have h3 : levi a k k a = 0 := by
      rw [levi_eq_det]
      exact Matrix.det_zero_of_column_eq (i := 0) (j := 3) (by decide) fun _ => rfl
    have h4 : levi a k a k = 0 := by
      rw [levi_eq_det]
      exact Matrix.det_zero_of_column_eq (i := 0) (j := 2) (by decide) fun _ => rfl
    rw [h, h1, h2, h3, h4]
    ring
```

The hypotheses admit a non-zero field. With $k=(1,0,0,1)$ and $a=(0,1,0,0)$ both products vanish, while $F^{01}=k^0a^1-k^1a^0=1$.

```lean
/-- The wave vector (1,0,0,1) is null and orthogonal to the polarization (0,1,0,0),
and the field tensor they form has the component `F^{01} = 1`. -/
theorem field_invariants_witness :
    mdot ![1, 0, 0, 1] ![1, 0, 0, 1] = 0 ∧ mdot ![1, 0, 0, 1] ![0, 1, 0, 0] = 0 ∧
      fieldTensor ![1, 0, 0, 1] ![0, 1, 0, 0] 0 1 = 1 := by
  simp [mdot, fieldTensor]
```

## The invariant mass of a pair

The momentum argument is independent of the field invariants. Write $q=(E,\mathbf p)$ and $q'=(E',\mathbf p')$, with $E^2=M^2+|\mathbf p|^2$ and $E'^2=M^2+|\mathbf p'|^2$. Then

$$\begin{aligned}
(EE')^2-(M^2+\mathbf p\cdot\mathbf p')^2
&=M^2\left(|\mathbf p|^2+|\mathbf p'|^2-2\,\mathbf p\cdot\mathbf p'\right)+|\mathbf p|^2|\mathbf p'|^2-(\mathbf p\cdot\mathbf p')^2\\
&=M^2|\mathbf p-\mathbf p'|^2+|\mathbf p\times\mathbf p'|^2 .
\end{aligned}$$

The `linear_combination` step performs the two substitutions: the first mass-shell equation is multiplied by $E'^2$, the second by $M^2+|\mathbf p|^2$.

```lean
/-- For two momenta on the same mass shell, `(EE')² - (M² + p·p')²` equals
`M²|p - p'|² + |p × p'|²`. -/
theorem energy_product_identity {M : ℝ} {q q' : Fin 4 → ℝ}
    (hq : OnShell M q) (hq' : OnShell M q') :
    (q 0 * q' 0) ^ 2 - (M ^ 2 + (q 1 * q' 1 + q 2 * q' 2 + q 3 * q' 3)) ^ 2
      = M ^ 2 * ((q 1 - q' 1) ^ 2 + (q 2 - q' 2) ^ 2 + (q 3 - q' 3) ^ 2)
        + ((q 1 * q' 2 - q 2 * q' 1) ^ 2 + (q 2 * q' 3 - q 3 * q' 2) ^ 2
          + (q 3 * q' 1 - q 1 * q' 3) ^ 2) := by
  have h := hq.2
  have h' := hq'.2
  simp only [mdot] at h h'
  linear_combination (q' 0) ^ 2 * h + (M ^ 2 + q 1 ^ 2 + q 2 ^ 2 + q 3 ^ 2) * h'
```

The right-hand side is non-negative and $EE'>0$, so $EE'\ge M^2+\mathbf p\cdot\mathbf p'$. Therefore

$$(q+q')^2=2M^2+2(EE'-\mathbf p\cdot\mathbf p')\ge 4M^2 .$$

In the code `hB` is the inequality for $EE'$, obtained by comparing squares, and `linarith` does the rest. Positive energy is used here: with $q'=-q$ the sum would be zero.

```lean
/-- The invariant mass squared of a pair of particles of mass `M` is at least `4M²`. -/
theorem pair_mass_threshold {M : ℝ} {q q' : Fin 4 → ℝ}
    (hq : OnShell M q) (hq' : OnShell M q') :
    4 * M ^ 2 ≤ mdot (q + q') (q + q') := by
  have key := energy_product_identity hq hq'
  obtain ⟨hE, h⟩ := hq
  obtain ⟨hE', h'⟩ := hq'
  have hA : 0 < q 0 * q' 0 := mul_pos hE hE'
  have hB : M ^ 2 + (q 1 * q' 1 + q 2 * q' 2 + q 3 * q' 3) ≤ q 0 * q' 0 := by
    refine le_of_sq_le_sq ?_ hA.le
    rw [← sub_nonneg, key]
    positivity
  simp only [mdot, Pi.add_apply] at h h' ⊢
  linarith
```

Suppose now that $M>0$ and $(q+q')^2=4M^2$. Then $EE'=M^2+\mathbf p\cdot\mathbf p'$, and the identity becomes

$$0=M^2|\mathbf p-\mathbf p'|^2+|\mathbf p\times\mathbf p'|^2 .$$

Hence $\mathbf p=\mathbf p'$. The mass shells then give $(E-E')(E+E')=0$, and positive energies leave $E=E'$. Conversely, $q=q'$ gives $(2q)^2=4M^2$. At threshold the two particles therefore move together, with no relative momentum.

The proof follows this order: `hS` bounds the squared momentum difference by zero, `h1` to `h3` equate the spatial components, and `h0` equates the energies.

```lean
/-- For massive particles the smallest invariant mass is reached exactly when the two
four-momenta are equal. -/
theorem pair_mass_eq_iff {M : ℝ} (hM : 0 < M) {q q' : Fin 4 → ℝ}
    (hq : OnShell M q) (hq' : OnShell M q') :
    mdot (q + q') (q + q') = 4 * M ^ 2 ↔ q = q' := by
  have key := energy_product_identity hq hq'
  obtain ⟨hE, h⟩ := hq
  obtain ⟨hE', h'⟩ := hq'
  simp only [mdot, Pi.add_apply] at h h' ⊢
  constructor
  · intro hs
    have hAB : q 0 * q' 0 = M ^ 2 + (q 1 * q' 1 + q 2 * q' 2 + q 3 * q' 3) := by
      linarith
    rw [hAB, sub_self] at key
    -- the spatial momenta coincide because M² is positive
    have hS : (q 1 - q' 1) ^ 2 + (q 2 - q' 2) ^ 2 + (q 3 - q' 3) ^ 2 ≤ 0 := by
      by_contra hn
      have hp := mul_pos (pow_pos hM 2) (not_le.mp hn)
      linarith [sq_nonneg (q 1 * q' 2 - q 2 * q' 1),
        sq_nonneg (q 2 * q' 3 - q 3 * q' 2), sq_nonneg (q 3 * q' 1 - q 1 * q' 3)]
    have s1 := sq_nonneg (q 1 - q' 1)
    have s2 := sq_nonneg (q 2 - q' 2)
    have s3 := sq_nonneg (q 3 - q' 3)
    have h1 : q 1 = q' 1 :=
      sub_eq_zero.mp ((pow_eq_zero_iff two_ne_zero).mp (by linarith))
    have h2 : q 2 = q' 2 :=
      sub_eq_zero.mp ((pow_eq_zero_iff two_ne_zero).mp (by linarith))
    have h3 : q 3 = q' 3 :=
      sub_eq_zero.mp ((pow_eq_zero_iff two_ne_zero).mp (by linarith))
    rw [h1, h2, h3] at h
    have hz : (q 0 - q' 0) * (q 0 + q' 0) = 0 := by linear_combination h - h'
    have h0 : q 0 = q' 0 := by
      rcases mul_eq_zero.mp hz with h0 | h0 <;> linarith
    funext μ
    fin_cases μ
    exacts [h0, h1, h2, h3]
  · rintro rfl
    linear_combination 4 * h
```

## No pair from multiples of $k$

If $q+q'=nk$ with $k\cdot k=0$, squaring both sides gives

$$4M^2\le (q+q')^2=n^2\,k\cdot k=0,$$

which contradicts $M>0$. The number $n$ would count absorbed quanta, but the theorem allows every real $n$, including negative and fractional values. It does not assume that $k$ has positive energy.

```lean
/-- The momentum of a massive pair is never a real multiple `nk` of a null wave vector. -/
theorem no_pair_from_plane_wave {M : ℝ} (hM : 0 < M) {k q q' : Fin 4 → ℝ}
    (hk : mdot k k = 0) (hq : OnShell M q) (hq' : OnShell M q') (n : ℝ) :
    q + q' ≠ n • k := by
  intro h
  have ht := pair_mass_threshold hq hq'
  have hn : mdot (n • k) (n • k) = n ^ 2 * mdot k k := by
    simp only [mdot, Pi.smul_apply, smul_eq_mul]
    ring
  rw [h, hn, hk] at ht
  linarith [pow_pos hM 2]
```

## The threshold with a second photon

Let $l$ be a second null vector, with $k^0>0$, $l^0>0$ and $n>0$. Then

$$(nk+l)^2=2n\,k\cdot l .$$

If a pair satisfies $q+q'=nk+l$, the mass bound gives $n\,k\cdot l\ge 2M^2$.

Conversely, assume this inequality, set $K=n\,k\cdot l>0$ and choose $d=\sqrt{1-2M^2/K}$, so that $0\le d<1$. Define

$$q=\tfrac{1+d}{2}\,nk+\tfrac{1-d}{2}\,l,\qquad q'=\tfrac{1-d}{2}\,nk+\tfrac{1+d}{2}\,l .$$

Their sum is $nk+l$. Both energies are positive because all coefficients are, and

$$q\cdot q=q'\cdot q'=2\cdot\tfrac{1+d}{2}\cdot\tfrac{1-d}{2}\,K=\tfrac{1-d^2}{2}\,K=M^2 .$$

In the proof, `comb` squares a general combination of $k$ and $l$, and `shell` checks energy and mass for either particle. The final `module` verifies the sum. The theorem settles whether momentum conservation has a solution, not how probable the process is.

```lean
/-- For null `k` and `l` with positive time components and real `n > 0`, momentum conservation `q +
q' = nk + l` can be met by a pair of positive-energy particles, each of mass `M` if and only if `n
k·l ≥ 2M²`. -/
theorem pair_with_second_photon_iff {M n : ℝ} (hM : 0 < M) (hn : 0 < n)
    {k l : Fin 4 → ℝ} (hk : mdot k k = 0) (hl : mdot l l = 0)
    (hk0 : 0 < k 0) (hl0 : 0 < l 0) :
    (∃ q q', OnShell M q ∧ OnShell M q' ∧ q + q' = n • k + l) ↔
      2 * M ^ 2 ≤ n * mdot k l := by
  have comb : ∀ s t : ℝ, mdot (s • k + t • l) (s • k + t • l)
      = s ^ 2 * mdot k k + 2 * s * t * mdot k l + t ^ 2 * mdot l l := by
    intro s t
    simp only [mdot, Pi.add_apply, Pi.smul_apply, smul_eq_mul]
    ring
  constructor
  · rintro ⟨q, q', hq, hq', h⟩
    have ht := pair_mass_threshold hq hq'
    have hc := comb n 1
    rw [one_smul, hk, hl] at hc
    rw [h, hc] at ht
    linarith
  · intro h
    obtain ⟨K, hKdef⟩ : ∃ K, K = n * mdot k l := ⟨_, rfl⟩
    rw [← hKdef] at h
    have hK : 0 < K := by linarith [pow_pos hM 2]
    have hr : 0 ≤ 1 - 2 * M ^ 2 / K := by
      rw [sub_nonneg, div_le_one hK]
      exact h
    obtain ⟨d, hd0, hd⟩ : ∃ d : ℝ, 0 ≤ d ∧ d ^ 2 = 1 - 2 * M ^ 2 / K :=
      ⟨Real.sqrt (1 - 2 * M ^ 2 / K), Real.sqrt_nonneg _, Real.sq_sqrt hr⟩
    have hpos : 0 < 2 * M ^ 2 / K := by positivity
    have hd1 : d < 1 := by nlinarith
    have hdK : (1 - d ^ 2) * K = 2 * M ^ 2 := by
      have hc : 2 * M ^ 2 / K * K = 2 * M ^ 2 := div_mul_cancel₀ _ hK.ne'
      rw [hd]
      linear_combination hc
    -- share the two photon momenta in the fractions (1 ± d)/2
    have shell : ∀ s t : ℝ, 0 < s → 0 < t → 4 * (s * t) = 1 - d ^ 2 →
        OnShell M ((s * n) • k + t • l) := by
      intro s t hs ht hst
      constructor
      · change 0 < s * n * k 0 + t * l 0
        positivity
      · rw [comb, hk, hl]
        linear_combination (K / 2) * hst + (1 / 2) * hdK - 2 * s * t * hKdef
    exact ⟨((1 + d) / 2 * n) • k + ((1 - d) / 2) • l,
      ((1 - d) / 2 * n) • k + ((1 + d) / 2) • l,
      shell _ _ (by linarith) (by linarith) (by ring),
      shell _ _ (by linarith) (by linarith) (by ring), by module⟩

end

end PlaneWavePairCreation
```

```lean
#print axioms PlaneWavePairCreation.field_invariants_vanish
#print axioms PlaneWavePairCreation.pair_mass_eq_iff
#print axioms PlaneWavePairCreation.no_pair_from_plane_wave
#print axioms PlaneWavePairCreation.pair_with_second_photon_iff
```

```
'PlaneWavePairCreation.field_invariants_vanish' depends on axioms: [propext, Classical.choice, Quot.sound]
'PlaneWavePairCreation.pair_mass_eq_iff' depends on axioms: [propext, Classical.choice, Quot.sound]
'PlaneWavePairCreation.no_pair_from_plane_wave' depends on axioms: [propext, Classical.choice, Quot.sound]
'PlaneWavePairCreation.pair_with_second_photon_iff' depends on axioms: [propext, Classical.choice, Quot.sound]
```

## Five quanta and one counter-propagating photon

Measure energies in a unit where $M=4$, and take $k=(1,0,0,1)$ and $l=(5,0,0,-5)$. Then $k\cdot l=5+5=10$, and the condition $10n\ge 2M^2=32$ reads $n\ge 3.2$. Three quanta are too few, and four are enough.

For $n=5$ we have $K=50$, so $d^2=1-32/50=9/25$ and $d=3/5$. The fractions are $4/5$ and $1/5$, which give

$$q=\tfrac45(5,0,0,5)+\tfrac15(5,0,0,-5)=(5,0,0,3),\qquad q'=(5,0,0,-3).$$

Each has square $25-9=16=M^2$, and their sum is $(10,0,0,0)=5k+l$. Its square is $100$, above the minimum $4M^2=64$.
